# Resonance at \(H\pm\sqrt{2EA+A^2}\) and the instability field of a two-sublattice easy-axis antiferromagnet

Put an easy-axis antiferromagnet in a magnetic field along its axis. One sublattice points along the field and the other against it, so the field stabilises the first and works against the second. At what frequencies do the moments precess, and at what field does the antiparallel arrangement stop being stable?

Describe the sublattices by classical moments \(\mathbf m_1\) and \(\mathbf m_2\) of unit length, at rest along \(+z\) and \(-z\). Three constants, all in field units, set the forces. \(H\) is the applied field along \(z\). \(E>0\) is the exchange field, which favours antiparallel moments. \(A>0\) is the anisotropy field, which stands for the preference of the crystal for the \(z\) axis. With

\[
w=\sqrt{2EA+A^2},
\]

the frequencies of small undamped precession are \(H+w\) and \(H-w\), in units where the gyromagnetic ratio is one. The sign gives the sense of rotation. For \(H\ge 0\), the second vanishes at \(H=w\), and from that same field on some small tilt no longer costs energy to second order.

## From torques to frequencies

The field on a moment \(\mathbf m\) with partner \(\mathbf m'\) is \(\mathbf B=(H+A m_z)\hat{\mathbf z}-E\mathbf m'\). For small tilts the longitudinal components stay at \(\pm1\) to first order, so take \(\mathbf m_1=(x_1,y_1,1)\) and \(\mathbf m_2=(x_2,y_2,-1)\). Then

\[
\mathbf B_1=(-Ex_2,\,-Ey_2,\,H+A+E),\qquad
\mathbf B_2=(-Ex_1,\,-Ey_1,\,H-A-E).
\]

The transverse components of the torques \(\mathbf m\times\mathbf B\) are

\[
\begin{aligned}
(\mathbf m_1\times\mathbf B_1)_x&=(H+E+A)y_1+Ey_2, & (\mathbf m_1\times\mathbf B_1)_y&=-(H+E+A)x_1-Ex_2,\\
(\mathbf m_2\times\mathbf B_2)_x&=(H-E-A)y_2-Ey_1, & (\mathbf m_2\times\mathbf B_2)_y&=-(H-E-A)x_2+Ex_1.
\end{aligned}
\]

Let \(\psi_j=x_j+iy_j\). Adding \(i\) times each \(y\) component to the \(x\) component gives \(-iM\psi\), with

\[
M=\begin{pmatrix}H+E+A&E\\-E&H-E-A\end{pmatrix}.
\]

With the equation of motion \(\dot{\mathbf m}=\mathbf m\times\mathbf B\), in units where the gyromagnetic ratio is one, a solution \(\psi\propto e^{-i\mu t}\) requires \(M\psi=\mu\psi\). A nonzero \(\psi\) exists exactly when

\[
\det(M-\mu)=(H-\mu)^2-(E+A)^2+E^2=(\mu-H)^2-w^2=0,
\]

that is, when \(\mu=H\pm w\). For \(s=\pm w\), the first row of the eigenvalue equation gives \(\psi\propto(E,\,s-E-A)\), so the amplitude ratio is \(\psi_2/\psi_1=(s-E-A)/E\). At \(\mu=0\) the determinant is \(H^2-w^2\), which for \(H\ge0\) vanishes only at \(H=w\).

Both eigenvalues are real at every field, so the undamped linear motion shows no exponential growth beyond \(w\). The instability is one of energy. The field \(\mathbf B\) derives from

\[
U=E\,\mathbf m_1\cdot\mathbf m_2-H(m_{1z}+m_{2z})-\tfrac A2(m_{1z}^2+m_{2z}^2).
\]

Tilt the two moments by transverse components \(x\) and \(y\) along one common direction, so that \(m_{1z}\approx1-x^2/2\) and \(m_{2z}\approx-1+y^2/2\). To second order, \(U\) changes by

\[
u=\tfrac12\left[(H+E+A)x^2+2Exy+(E+A-H)y^2\right].
\]

Take \(H\ge0\) and write \(K=H+E+A>0\). Since \(K(E+A-H)-E^2=w^2-H^2\), completing the square gives

\[
2Ku=(Kx+Ey)^2+(w^2-H^2)y^2.
\]

If \(H<w\), this is positive for every nonzero tilt. If \(H\ge w\), the tilt \((-E,K)\) makes the square vanish and leaves \((w^2-H^2)K^2\le0\). At \(H=w\) this tilt is, up to sign, the zero-frequency mode.

In linear spin-wave theory \(H\pm w\) are the signed frequencies of uniform precession, and they offer a check on spin-dynamics simulations of this two-moment model at small amplitude and without damping.

## The model in Lean

```lean
import Mathlib

open Matrix

namespace AntiferromagneticResonance

noncomputable section
```

The effective field is a function of both moments. Components `0`, `1`, `2` are \(x\), \(y\), \(z\).

```lean
/-- The field on a sublattice moment `m` whose partner is `m'`: applied field `H` and
anisotropy field `A * m_z` along the axis, and exchange field `-E m'`. -/
def effectiveField (E A H : ℝ) (m m' : Fin 3 → ℝ) : Fin 3 → ℝ :=
  ![-E * m' 0, -E * m' 1, H + A * m 2 - E * m' 2]
```

The complex amplitude keeps only the transverse part of a vector.

```lean
/-- The transverse part of a vector in complex form, `v_x + i v_y`. -/
def transverse (v : Fin 3 → ℝ) : ℂ := (v 0 : ℂ) + Complex.I * (v 1 : ℂ)
```

The matrix has complex entries although the three fields are real. The eigenvalue theorem below therefore lets \(\mu\) range over all complex numbers and has to exclude all but two real values.

```lean
/-- The linearised two-sublattice matrix acting on the complex transverse amplitudes. -/
def spinWaveMatrix (E A H : ℝ) : Matrix (Fin 2) (Fin 2) ℂ :=
  !![(H : ℂ) + E + A, (E : ℂ); -(E : ℂ), (H : ℂ) - E - A]
```

The frequency \(w\) is called `gap`; it is the resonance frequency at zero applied field.

```lean
/-- The frequency `w = sqrt (2EA + A²)`, in field units. -/
def gap (E A : ℝ) : ℝ := Real.sqrt (2 * E * A + A ^ 2)
```

The quadratic energy is entered as a definition. Its derivation from \(U\) is the expansion given above. Here `x` and `y` are the tilts of the first and second sublattice, not two Cartesian components.

```lean
/-- The quadratic energy of small tilts `x` and `y` of the two sublattices along one
common transverse direction. -/
def tiltEnergy (E A H x y : ℝ) : ℝ :=
  ((H + E + A) * x ^ 2 + 2 * E * x * y + (E + A - H) * y ^ 2) / 2
```

## The matrix follows from the torques

The next theorem ties `spinWaveMatrix` to the cross products. It holds for all real values of the fields and transverse components, with the longitudinal components fixed at \(1\) and \(-1\). The identity is exact because the approximation lies in fixing them. The equation of motion itself is not formalised; it is what turns eigenvalues into frequencies.

```lean
/-- With the longitudinal components held at `1` and `-1`, the transverse torques `m × B`
on the two sublattices are `-i` times the spin-wave matrix applied to the amplitudes. -/
theorem transverse_torque (E A H x₁ y₁ x₂ y₂ : ℝ) :
    ![transverse (crossProduct ![x₁, y₁, 1]
        (effectiveField E A H ![x₁, y₁, 1] ![x₂, y₂, -1])),
      transverse (crossProduct ![x₂, y₂, -1]
        (effectiveField E A H ![x₂, y₂, -1] ![x₁, y₁, 1]))]
      = (-Complex.I) • (spinWaveMatrix E A H *ᵥ
          ![transverse ![x₁, y₁, 1], transverse ![x₂, y₂, -1]]) := by
  -- compare real and imaginary parts on each sublattice
  ext i
  fin_cases i <;> apply Complex.ext <;>
    simp [transverse, effectiveField, spinWaveMatrix, cross_apply] <;> ring
```

The proof separates the two sublattices and then real and imaginary parts. This leaves the four torque components computed by hand, which `simp` expands and `ring` verifies.

## Exactly two eigenvalues

Positivity of \(E\) and \(A\) makes the radicand positive, so the square root squares back to it.

```lean
/-- The square of the gap frequency is `2EA + A²`. -/
theorem gap_sq {E A : ℝ} (hE : 0 < E) (hA : 0 < A) :
    gap E A ^ 2 = 2 * E * A + A ^ 2 :=
  Real.sq_sqrt (by positivity)
```

The secular determinant is expanded by the \(2\times2\) formula. The two sides then differ only by \(w^2-(2EA+A^2)\), which `linear_combination h` removes.

```lean
/-- The secular determinant factors with roots `H + w` and `H - w`. -/
theorem secular_determinant {E A : ℝ} (H : ℝ) (hE : 0 < E) (hA : 0 < A) (μ : ℂ) :
    (spinWaveMatrix E A H - μ • (1 : Matrix (Fin 2) (Fin 2) ℂ)).det
      = (μ - ((H : ℂ) + gap E A)) * (μ - ((H : ℂ) - gap E A)) := by
  have h : (gap E A : ℂ) ^ 2 = 2 * E * A + A ^ 2 := by
    exact_mod_cast gap_sq hE hA
  rw [Matrix.det_fin_two]
  simp [spinWaveMatrix]
  linear_combination h
```

The eigenvalue theorem says that, for \(E,A>0\) and any real \(H\), a complex number \(\mu\) has a nonzero eigenvector if and only if \(\mu=H+w\) or \(\mu=H-w\). The step `key` rewrites the eigenvector condition as a vanishing determinant, and the factorisation supplies the two roots.

```lean
/-- The eigenvalues of the spin-wave matrix are exactly `H + w` and `H - w`. -/
theorem eigenvalue_iff {E A : ℝ} (H : ℝ) (hE : 0 < E) (hA : 0 < A) (μ : ℂ) :
    (∃ v : Fin 2 → ℂ, v ≠ 0 ∧ spinWaveMatrix E A H *ᵥ v = μ • v) ↔
      μ = (H : ℂ) + gap E A ∨ μ = (H : ℂ) - gap E A := by
  -- an eigenvector is a nonzero kernel vector of the shifted matrix
  have key : (∃ v : Fin 2 → ℂ, v ≠ 0 ∧ spinWaveMatrix E A H *ᵥ v = μ • v) ↔
      (spinWaveMatrix E A H - μ • (1 : Matrix (Fin 2) (Fin 2) ℂ)).det = 0 := by
    rw [← Matrix.exists_mulVec_eq_zero_iff]
    simp only [Matrix.sub_mulVec, Matrix.smul_mulVec, Matrix.one_mulVec, sub_eq_zero]
  rw [key, secular_determinant H hE hA, mul_eq_zero, sub_eq_zero, sub_eq_zero]
```

The explicit modes are checked for either square root \(s\). The first row is an identity, and the second uses \(s^2=2EA+A^2\). The vector is unnormalised: for \(E>0\) it is nonzero, and dividing by \(\sqrt{E^2+(s-E-A)^2}\) gives it unit length.

```lean
/-- For either square root `s` of `2EA + A²`, the amplitudes `(E, s - E - A)` satisfy the
eigenvalue equation with frequency `H + s`. -/
theorem normal_mode (E A H s : ℝ) (hs : s ^ 2 = 2 * E * A + A ^ 2) :
    spinWaveMatrix E A H *ᵥ ![(E : ℂ), (s : ℂ) - E - A]
      = ((H : ℂ) + s) • ![(E : ℂ), (s : ℂ) - E - A] := by
  have h : (s : ℂ) ^ 2 = 2 * E * A + A ^ 2 := by exact_mod_cast hs
  ext i
  fin_cases i
  · simp [spinWaveMatrix, Matrix.mulVec, dotProduct, Fin.sum_univ_two]
    ring
  · simp [spinWaveMatrix, Matrix.mulVec, dotProduct, Fin.sum_univ_two]
    linear_combination -h
```

## Zero frequency and loss of stability

In Lean, `¬ IsUnit` says that the matrix has no inverse. The theorem states that for \(E,A>0\) and \(H\ge0\) this happens if and only if \(H=w\). The proof sets \(\mu=0\) in the secular determinant to obtain \(H^2-w^2\), then uses the signs of \(H\) and \(w\) to pass from equal squares to equal values.

```lean
/-- For `H ≥ 0` the spin-wave matrix is singular if and only if `H = w`. -/
theorem singular_iff {E A H : ℝ} (hE : 0 < E) (hA : 0 < A) (hH : 0 ≤ H) :
    ¬ IsUnit (spinWaveMatrix E A H) ↔ H = gap E A := by
  have hw : 0 ≤ gap E A := Real.sqrt_nonneg _
  -- the determinant is the secular determinant at zero frequency
  have hd : (spinWaveMatrix E A H).det = ((H ^ 2 - gap E A ^ 2 : ℝ) : ℂ) := by
    have h0 := secular_determinant H hE hA 0
    rw [zero_smul, sub_zero] at h0
    rw [h0]
    push_cast
    ring
  rw [Matrix.isUnit_iff_isUnit_det, isUnit_iff_ne_zero, not_not, hd,
    Complex.ofReal_eq_zero, sub_eq_zero]
  constructor
  · intro h
    rcases sq_eq_sq_iff_eq_or_eq_neg.mp h with h | h <;> linarith
  · intro h
    rw [h]
```

Singularity alone marks a zero-frequency mode. The last theorem supplies the energetic meaning: under the same hypotheses, every nonzero pair of tilts has positive quadratic energy if and only if \(H<w\).

The identity `hsq` is the completed square. In the forward direction, the tilt \((-E,K)\) is inserted, and its positive energy forces \(w^2-H^2>0\). In the reverse direction the proof splits on whether \(y=0\): if so, \(x\ne0\) and the square is positive; if not, the term \((w^2-H^2)y^2\) is.

```lean
/-- For `H ≥ 0` the quadratic energy is positive for every nonzero pair of tilts `x`, `y` if and
only if `H < w`. -/
theorem tiltEnergy_pos_iff {E A H : ℝ} (hE : 0 < E) (hA : 0 < A) (hH : 0 ≤ H) :
    (∀ x y : ℝ, (x ≠ 0 ∨ y ≠ 0) → 0 < tiltEnergy E A H x y) ↔ H < gap E A := by
  have hw : 0 ≤ gap E A := Real.sqrt_nonneg _
  have hg := gap_sq hE hA
  have hp : 0 < H + E + A := by positivity
  -- completing the square
  have hsq : ∀ x y : ℝ, 2 * (H + E + A) * tiltEnergy E A H x y
      = ((H + E + A) * x + E * y) ^ 2 + (gap E A ^ 2 - H ^ 2) * y ^ 2 := by
    intro x y
    rw [hg]
    unfold tiltEnergy
    ring
  constructor
  · intro h
    -- the softest tilt makes the square vanish
    have h1 := h (-E) (H + E + A) (Or.inr hp.ne')
    have h2 := hsq (-E) (H + E + A)
    have h3 : 0 < (gap E A ^ 2 - H ^ 2) * (H + E + A) ^ 2 := by
      have h4 : 0 < 2 * (H + E + A) * tiltEnergy E A H (-E) (H + E + A) := by
        positivity
      linarith [h2, h4, show ((H + E + A) * (-E) + E * (H + E + A)) ^ 2 = 0 by ring]
    have h5 : 0 < gap E A ^ 2 - H ^ 2 := pos_of_mul_pos_left h3 (sq_nonneg _)
    by_contra hn
    have hn' : gap E A ≤ H := le_of_not_gt hn
    nlinarith
  · intro h x y hxy
    have hgap : 0 < gap E A ^ 2 - H ^ 2 := by nlinarith
    have hpos : 0 < 2 * (H + E + A) * tiltEnergy E A H x y := by
      rw [hsq]
      by_cases hy : y = 0
      · have hx : x ≠ 0 := hxy.resolve_right (fun hn => hn hy)
        subst hy
        have : 0 < ((H + E + A) * x) ^ 2 := by positivity
        simpa using this
      · have : 0 < (gap E A ^ 2 - H ^ 2) * y ^ 2 :=
          mul_pos hgap (by positivity)
        linarith [sq_nonneg ((H + E + A) * x + E * y)]
    exact pos_of_mul_pos_right hpos (by positivity)

end

end AntiferromagneticResonance
```

```lean
#print axioms AntiferromagneticResonance.transverse_torque
#print axioms AntiferromagneticResonance.eigenvalue_iff
#print axioms AntiferromagneticResonance.singular_iff
#print axioms AntiferromagneticResonance.tiltEnergy_pos_iff
```

```
'AntiferromagneticResonance.transverse_torque' depends on axioms: [propext, Classical.choice, Quot.sound]
'AntiferromagneticResonance.eigenvalue_iff' depends on axioms: [propext, Classical.choice, Quot.sound]
'AntiferromagneticResonance.singular_iff' depends on axioms: [propext, Classical.choice, Quot.sound]
'AntiferromagneticResonance.tiltEnergy_pos_iff' depends on axioms: [propext, Classical.choice, Quot.sound]
```

The tilts in `tiltEnergy_pos_iff` share one transverse direction. For general tilts the quadratic energy is a sum of two such forms, one in the Cartesian components \((x_1,x_2)\) and one in \((y_1,y_2)\), because to second order \(U\) contains no product of an \(x\) component with a \(y\) component. The criterion concerns small departures from the antiparallel state. It does not compare that state with a distant arrangement, which may already have lower energy at a smaller field. The model also leaves out damping, spatial variation within a sublattice, thermal motion and quantum fluctuations.
